# A polynomial of $aI+b\,\mathbf n\cdot\boldsymbol\sigma$ with $\mathbf n\cdot\mathbf n=1$, from its values at $a\pm b$

A spin one-half in a static magnetic field has the Hamiltonian $H=aI+bS$. Here $a$ is an energy offset, $|b|$ is half the level splitting, and $S=\mathbf n\cdot\boldsymbol\sigma$ is the Pauli operator along the unit vector $\mathbf n$ of the field. Since $S^2=I$, squaring the Hamiltonian gives

$$H^2=(a^2+b^2)\,I+2ab\,S .$$

The two coefficients are the half-sum and the half-difference of $(a+b)^2$ and $(a-b)^2$, the squares of the two energies. The same pattern holds for every complex polynomial $p$:

$$p(H)=\frac{p(a+b)+p(a-b)}2\,I+\frac{p(a+b)-p(a-b)}2\,S .$$

The numbers $a$, $b$ and the components of $\mathbf n$ may be complex, provided that $\mathbf n\cdot\mathbf n=n_0^2+n_1^2+n_2^2=1$, with no complex conjugation. This includes real unit vectors, and also some non-Hermitian Hamiltonians, such as those of two-level models with gain and loss away from their exceptional points, which are treated below.

## Two scalar evaluations per Bloch Hamiltonian

In a non-interacting two-band model, the Hamiltonian at each wave vector is $H=aI+\mathbf v\cdot\boldsymbol\sigma$, with a vector $\mathbf v$ that is usually not normalised. Suppose that a code approximates the Fermi function or a short-time propagator by a polynomial $p$. It can then take $w$ with $w^2=\mathbf v\cdot\mathbf v$, evaluate $p$ at the two numbers $a\pm w$, and assemble, for $w\neq0$,

$$p(H)=\frac{p(a+w)+p(a-w)}2\,I+\frac{p(a+w)-p(a-w)}{2w}\,\mathbf v\cdot\boldsymbol\sigma .$$

No matrix is multiplied or diagonalised. Either square root $w$ will do, because both coefficients are even in $w$.

For example, let $a=1$, $\mathbf v=(3,0,4)$ and $p(x)=x^3$. Then $w=5$, $p(6)=216$ and $p(-4)=-64$, so the coefficients are $76$ and $28$:

$$H=\begin{pmatrix}5&3\\3&-3\end{pmatrix},\qquad H^3=76\,I+28\,\mathbf v\cdot\boldsymbol\sigma=\begin{pmatrix}188&84\\84&-36\end{pmatrix}.$$

If $\mathbf v\cdot\mathbf v=0$, the quotient is replaced by a derivative:

$$p(H)=p(a)\,I+p'(a)\,\mathbf v\cdot\boldsymbol\sigma .$$

A real $\mathbf v$ meets this condition only when it vanishes. A complex one need not: $\mathbf v=(1,i,0)$ gives twice the spin-raising matrix, and $H$ then can't be diagonalised. Such points are the exceptional points of non-Hermitian two-level models.

## From the product rule to all polynomials

With components numbered $0,1,2$ for $x,y,z$,

$$\mathbf v\cdot\boldsymbol\sigma=\begin{pmatrix}v_2&v_0-iv_1\\v_0+iv_1&-v_2\end{pmatrix}.$$

Let $\mathbf c=\mathbf u\times\mathbf v$. The four entries of $(\mathbf u\cdot\boldsymbol\sigma)(\mathbf v\cdot\boldsymbol\sigma)$ are

- upper left: $u_2v_2+(u_0-iu_1)(v_0+iv_1)=\mathbf u\cdot\mathbf v+ic_2$,
- upper right: $u_2(v_0-iv_1)-(u_0-iu_1)v_2=ic_0+c_1$,
- lower left: $(u_0+iu_1)v_2-u_2(v_0+iv_1)=ic_0-c_1$,
- lower right: $(u_0+iu_1)(v_0-iv_1)+u_2v_2=\mathbf u\cdot\mathbf v-ic_2$.

These are the entries of $(\mathbf u\cdot\mathbf v)I+i\,\mathbf c\cdot\boldsymbol\sigma$. Setting $\mathbf u=\mathbf v$ removes the cross product, so $(\mathbf v\cdot\boldsymbol\sigma)^2=(\mathbf v\cdot\mathbf v)I$, and $S^2=I$ when $\mathbf n\cdot\mathbf n=1$.

**Powers.** Write $f_k$ and $g_k$ for the half-sum and half-difference of $(a+b)^k$ and $(a-b)^k$. The claim $H^k=f_kI+g_kS$ holds at $k=0$, where $f_0=1$ and $g_0=0$. If it holds at $k$, then

$$H^{k+1}=(f_kI+g_kS)(aI+bS)=(af_k+bg_k)I+(bf_k+ag_k)S .$$

Substituting the definitions gives $af_k+bg_k=f_{k+1}$ and $bf_k+ag_k=g_{k+1}$.

**Polynomials.** For $p(x)=\sum_k\alpha_kx^k$, multiply the formula for $H^k$ by $\alpha_k$ and add. The sums $\sum_k\alpha_k(a\pm b)^k$ are $p(a\pm b)$, which gives the main identity.

**Annihilation.** Let $p(H)=fI+gS=0$. Since $S$ has trace zero, the trace gives $2f=0$. Multiplying by $S$ first and then taking the trace gives $2g=0$. Hence $p(a\pm b)=f\pm g=0$. Conversely, if both values vanish, so do $f$ and $g$. Thus $p(H)=0$ exactly when $p(a+b)=p(a-b)=0$.

**Unnormalised vectors.** For $\mathbf v\cdot\mathbf v=w^2\neq0$, put $\mathbf n=\mathbf v/w$ and $b=w$ in the main identity.

**Null vectors.** Let $N=\mathbf v\cdot\boldsymbol\sigma$ with $N^2=0$. The derivative formula holds for constants and is preserved by sums. If it holds for $q$, it holds for $xq(x)$, because

$$\bigl(q(a)I+q'(a)N\bigr)(aI+N)=aq(a)\,I+\bigl(q(a)+aq'(a)\bigr)N ,$$

and the last bracket is the derivative of $xq(x)$ at $a$. Starting from constants, this reaches every monomial and so every polynomial.

## The Lean source

```lean
import Mathlib

open Matrix

namespace PauliFunctionalCalculus

noncomputable section

/-- The Pauli matrix `σx`. -/
def σx : Matrix (Fin 2) (Fin 2) ℂ := !![0, 1; 1, 0]

/-- The Pauli matrix `σy`. -/
def σy : Matrix (Fin 2) (Fin 2) ℂ := !![0, -Complex.I; Complex.I, 0]

/-- The Pauli matrix `σz`. -/
def σz : Matrix (Fin 2) (Fin 2) ℂ := !![1, 0; 0, -1]

/-- The operator `v·σ` for a complex vector `v` with three components. -/
def pauliDot (v : Fin 3 → ℂ) : Matrix (Fin 2) (Fin 2) ℂ :=
  v 0 • σx + v 1 • σy + v 2 • σz

/-- The operator `v·σ` written out as a two-by-two matrix. -/
theorem pauliDot_eq (v : Fin 3 → ℂ) :
    pauliDot v = !![v 2, v 0 - Complex.I * v 1; v 0 + Complex.I * v 1, -v 2] := by
  ext i j
  fin_cases i <;> fin_cases j <;> simp [pauliDot, σx, σy, σz] <;> ring

/-- The product rule `(u·σ)(v·σ) = (u·v) I + i (u×v)·σ` for complex vectors. -/
theorem pauliDot_mul (u v : Fin 3 → ℂ) :
    pauliDot u * pauliDot v =
      (u ⬝ᵥ v) • (1 : Matrix (Fin 2) (Fin 2) ℂ)
        + Complex.I • pauliDot (crossProduct u v) := by
  rw [pauliDot_eq, pauliDot_eq, pauliDot_eq]
  ext i j
  -- each entry is a polynomial identity modulo `i² = -1`
  fin_cases i <;> fin_cases j <;>
    simp [Matrix.mul_apply, Fin.sum_univ_two, Fin.sum_univ_three, dotProduct, cross_apply]
  · linear_combination (-(u 1 * v 1)) * Complex.I_sq
  · linear_combination (u 2 * v 0 - u 0 * v 2) * Complex.I_sq
  · linear_combination (-(u 2 * v 0 - u 0 * v 2)) * Complex.I_sq
  · linear_combination (-(u 1 * v 1)) * Complex.I_sq

/-- The square of `v·σ` is the number `v·v` times the identity. -/
theorem pauliDot_sq (v : Fin 3 → ℂ) :
    pauliDot v * pauliDot v = (v ⬝ᵥ v) • (1 : Matrix (Fin 2) (Fin 2) ℂ) := by
  have h0 : pauliDot 0 = 0 := by simp [pauliDot]
  rw [pauliDot_mul, cross_self, h0, smul_zero, add_zero]

/-- Powers of the two-level operator `a I + b n·σ` for a vector with `n·n = 1`. -/
theorem twoLevel_pow (a b : ℂ) (n : Fin 3 → ℂ) (hn : n ⬝ᵥ n = 1) (k : ℕ) :
    (a • (1 : Matrix (Fin 2) (Fin 2) ℂ) + b • pauliDot n) ^ k =
      (((a + b) ^ k + (a - b) ^ k) / 2) • (1 : Matrix (Fin 2) (Fin 2) ℂ)
        + (((a + b) ^ k - (a - b) ^ k) / 2) • pauliDot n := by
  have hS : pauliDot n * pauliDot n = 1 := by rw [pauliDot_sq, hn, one_smul]
  induction k with
  | zero => norm_num
  | succ k ih =>
    -- multiply out and use `(n·σ)² = I`
    rw [pow_succ, ih]
    simp only [add_mul, mul_add, smul_mul_assoc, mul_smul_comm, one_mul, mul_one, hS]
    module

/-- Functional calculus of a two-level operator: for `n·n = 1`, a polynomial `p` of
`a I + b n·σ` is the mean of `p(a+b)` and `p(a-b)` times `I`, plus half their difference
times `n·σ`. -/
theorem aeval_twoLevel (p : Polynomial ℂ) (a b : ℂ) (n : Fin 3 → ℂ) (hn : n ⬝ᵥ n = 1) :
    Polynomial.aeval (a • (1 : Matrix (Fin 2) (Fin 2) ℂ) + b • pauliDot n) p =
      ((p.eval (a + b) + p.eval (a - b)) / 2) • (1 : Matrix (Fin 2) (Fin 2) ℂ)
        + ((p.eval (a + b) - p.eval (a - b)) / 2) • pauliDot n := by
  -- both sides are linear in `p`, so monomials suffice
  induction p using Polynomial.induction_on' with
  | add p q hp hq =>
    rw [map_add, hp, hq]
    simp only [Polynomial.eval_add]
    module
  | monomial k c =>
    rw [Polynomial.aeval_monomial, twoLevel_pow a b n hn, ← Algebra.smul_def]
    simp only [Polynomial.eval_monomial]
    module

/-- For `n·n = 1`, a polynomial annihilates `a I + b n·σ` exactly when it vanishes at both
`a + b` and `a - b`. -/
theorem aeval_twoLevel_eq_zero_iff (p : Polynomial ℂ) (a b : ℂ) (n : Fin 3 → ℂ)
    (hn : n ⬝ᵥ n = 1) :
    Polynomial.aeval (a • (1 : Matrix (Fin 2) (Fin 2) ℂ) + b • pauliDot n) p = 0 ↔
      p.eval (a + b) = 0 ∧ p.eval (a - b) = 0 := by
  have hS : pauliDot n * pauliDot n = 1 := by rw [pauliDot_sq, hn, one_smul]
  have hT : (pauliDot n).trace = 0 := by simp [pauliDot_eq, Matrix.trace_fin_two]
  rw [aeval_twoLevel p a b n hn]
  constructor
  · intro h
    -- the trace isolates the coefficient of `I`, the trace against `n·σ` the other one
    have h1 := congrArg Matrix.trace h
    have h2 := congrArg (fun M => Matrix.trace (M * pauliDot n)) h
    simp only [add_mul, smul_mul_assoc, one_mul, zero_mul, hS, Matrix.trace_add,
      Matrix.trace_smul, Matrix.trace_one, Matrix.trace_zero, hT, Fintype.card_fin,
      smul_eq_mul, Nat.cast_ofNat] at h1 h2
    constructor
    · linear_combination (h1 + h2) / 2
    · linear_combination (h1 - h2) / 2
  · rintro ⟨h1, h2⟩
    simp [h1, h2]

/-- The functional calculus for an unnormalised complex vector `v` with `v·v = w²` and
`w ≠ 0`. -/
theorem aeval_pauliDot (p : Polynomial ℂ) (a w : ℂ) (v : Fin 3 → ℂ)
    (hv : v ⬝ᵥ v = w ^ 2) (hw : w ≠ 0) :
    Polynomial.aeval (a • (1 : Matrix (Fin 2) (Fin 2) ℂ) + pauliDot v) p =
      ((p.eval (a + w) + p.eval (a - w)) / 2) • (1 : Matrix (Fin 2) (Fin 2) ℂ)
        + ((p.eval (a + w) - p.eval (a - w)) / (2 * w)) • pauliDot v := by
  -- rescale to the vector `v / w`
  have hn : (w⁻¹ • v) ⬝ᵥ (w⁻¹ • v) = 1 := by
    rw [smul_dotProduct, dotProduct_smul, hv]
    simp only [smul_eq_mul]
    field_simp
  have hs : pauliDot (w⁻¹ • v) = w⁻¹ • pauliDot v := by
    simp only [pauliDot, Pi.smul_apply, smul_eq_mul]
    module
  have key := aeval_twoLevel p a w (w⁻¹ • v) hn
  rw [hs, smul_smul, smul_smul, mul_inv_cancel₀ hw, one_smul] at key
  have e : (p.eval (a + w) - p.eval (a - w)) / (2 * w)
      = (p.eval (a + w) - p.eval (a - w)) / 2 * w⁻¹ := by
    field_simp
  rw [e]
  exact key

/-- For a complex vector with `v·v = 0`, a polynomial `p` of `a I + v·σ` equals
`p(a) I + p'(a) v·σ`. -/
theorem aeval_pauliDot_null (p : Polynomial ℂ) (a : ℂ) (v : Fin 3 → ℂ)
    (hv : v ⬝ᵥ v = 0) :
    Polynomial.aeval (a • (1 : Matrix (Fin 2) (Fin 2) ℂ) + pauliDot v) p =
      p.eval a • (1 : Matrix (Fin 2) (Fin 2) ℂ)
        + p.derivative.eval a • pauliDot v := by
  have hS : pauliDot v * pauliDot v = 0 := by rw [pauliDot_sq, hv, zero_smul]
  -- the formula survives multiplication of the polynomial by its variable
  have step : ∀ q : Polynomial ℂ,
      Polynomial.aeval (a • (1 : Matrix (Fin 2) (Fin 2) ℂ) + pauliDot v) q =
        q.eval a • (1 : Matrix (Fin 2) (Fin 2) ℂ) + q.derivative.eval a • pauliDot v →
      Polynomial.aeval (a • (1 : Matrix (Fin 2) (Fin 2) ℂ) + pauliDot v)
          (q * Polynomial.X) =
        (q * Polynomial.X).eval a • (1 : Matrix (Fin 2) (Fin 2) ℂ)
          + (q * Polynomial.X).derivative.eval a • pauliDot v := by
    intro q hq
    rw [map_mul, hq, Polynomial.aeval_X]
    simp only [Polynomial.derivative_mul, Polynomial.derivative_X, Polynomial.eval_add,
      Polynomial.eval_mul, Polynomial.eval_X, add_mul, mul_add,
      smul_mul_assoc, mul_smul_comm, one_mul, mul_one, hS]
    module
  refine Polynomial.induction_on p ?_ ?_ ?_
  · intro c
    rw [Polynomial.aeval_C, Polynomial.eval_C, Polynomial.derivative_C,
      Polynomial.eval_zero, zero_smul, add_zero, Algebra.algebraMap_eq_smul_one]
  · intro q r hq hr
    rw [map_add, hq, hr]
    simp only [Polynomial.derivative_add, Polynomial.eval_add]
    module
  · intro k c h
    rw [pow_succ, ← mul_assoc]
    exact step _ h

end

end PauliFunctionalCalculus
```

```lean
#print axioms PauliFunctionalCalculus.aeval_twoLevel_eq_zero_iff
#print axioms PauliFunctionalCalculus.aeval_pauliDot
#print axioms PauliFunctionalCalculus.aeval_pauliDot_null
```

```
'PauliFunctionalCalculus.aeval_twoLevel_eq_zero_iff' depends on axioms: [propext, Classical.choice, Quot.sound]
'PauliFunctionalCalculus.aeval_pauliDot' depends on axioms: [propext, Classical.choice, Quot.sound]
'PauliFunctionalCalculus.aeval_pauliDot_null' depends on axioms: [propext, Classical.choice, Quot.sound]
```

## Operators and polynomials in Lean

A vector is a function `Fin 3 → ℂ`, and `pauliDot v` is $\mathbf v\cdot\boldsymbol\sigma$, without the factor $\hbar/2$ of a spin operator. The product `⬝ᵥ` is the bilinear one. `Polynomial.aeval` inserts a matrix into $p$, with the constant term multiplying the identity, while `p.eval` inserts a number.

`aeval_twoLevel` says that for all $p$, $a$, $b$ and every $\mathbf n$ with `n ⬝ᵥ n = 1`, the main identity holds. `aeval_twoLevel_eq_zero_iff` is the annihilation criterion under the same hypothesis. `aeval_pauliDot` treats $\mathbf v\cdot\mathbf v=w^2$ with $w\neq0$, and `aeval_pauliDot_null` treats $\mathbf v\cdot\mathbf v=0$. Together the last two apply to every complex vector, since every complex number has a square root.

`pauliDot_mul` compares the four entries, with `linear_combination` supplying the multiples of $i^2=-1$. `pauliDot_sq` removes the cross product, and `twoLevel_pow` is the induction on $k$. The annihilation proof applies the two traces to the equation and combines the results. `aeval_pauliDot` rescales by `w⁻¹`.

### Induction on a polynomial

The passage from powers to polynomials uses `Polynomial.induction_on'`. This principle proves a property of all polynomials from two cases: it is preserved by sums, and it holds for each monomial $cx^k$. No explicit sum over coefficients has to be handled.

In the sum case, `map_add` splits the matrix polynomial and the two induction hypotheses are inserted. In the monomial case, `Polynomial.aeval_monomial` exposes the power $H^k$, and `twoLevel_pow` replaces it. Each case ends with `module`, which collects the scalar coefficients of $I$ and $S$ and checks that they agree on both sides.

The null case uses the related `Polynomial.induction_on`, whose third case raises the exponent of a monomial by one. That is the multiplication by $x$ in the derivation, proved there as `step`.

## Polynomials and other functions

The four `aeval` theorems are exact statements over the complex numbers, for polynomials of any degree and $2\times2$ matrices only. They contain no rounding: in floating point, the quotient with $2w$ subtracts nearly equal numbers when $w$ is small.

The theorems do not cover the propagator $e^{-iHt/\hbar}$, with $t$ the time, or the Fermi function, because these functions of the energy are not polynomials. For a Hermitian two-level $H$ with $\mathbf v\neq0$, the formula with $p$ replaced by such a function is still exact, so a code can also evaluate the function itself at the two energies. If it uses a polynomial approximation instead, the error needs its own estimate. For Hermitian $H$ the error in operator norm is the larger of the scalar errors at the two energies.
